# Threefold rotation reduces an N × N hexagonal k-grid to (N² + 2F)/3 stars

On a Γ-centred N × N grid of a two-dimensional hexagonal Brillouin zone, N ≥ 1, let F be the number of k-points that the threefold rotation leaves in place up to a reciprocal lattice vector, and S the number of stars, the sets of k-points that the rotation carries into one another. Then

F = 3 if 3 divides N, and F = 1 otherwise,

S = (N² + 2F)/3.

A grid point is k = (a G₁ + b G₂)/N, with a and b integers modulo N and G₁, G₂ primitive reciprocal lattice vectors 120° apart. The rotation R takes G₁ to G₂ and G₂ to −G₁ − G₂, so in coordinates

R(a, b) = (−b, a − b).

The star of k is the set {k, Rk, R²k}, and S counts distinct stars.

## Fewer diagonalisations, with weights 1 and 3

For independent-electron bands with threefold symmetry, sampled on such a finite grid, a code can diagonalise the Hamiltonian at one k-point per star and recover the full-grid sum of any symmetric quantity, such as the smeared band energy. On a 12 × 12 grid this means 50 diagonalisations instead of 144. If W holds one point of each star and f(Rk) = f(k), then

Σ_k f(k) = Σ_{w in W} n(w) f(w), with n(w) = 1 if Rw = w and n(w) = 3 otherwise.

For a Brillouin-zone average, the normalised weights are 1/N² and 3/N².

The symmetry of f matters. On the 2 × 2 grid, take W = {(0,0), (1,0)}, and let f be 1 at (0,1) and 0 elsewhere. The full sum is 1, but the weighted sum is f(0,0) + 3 f(1,0) = 0. A single Cartesian component of the band velocity is likewise not invariant in general, and has to be symmetrised first.

## Counting stars by giving each a total weight of 3

Applying R three times gives

(a, b) → (−b, a − b) → (b − a, −a) → (a, b),

so R³ = 1. If k lies in the star of q, then k, Rk, R²k are q, Rq, R²q in cyclic order, and the two stars coincide. Different stars are therefore disjoint, and together they fill the grid.

A fixed point has a star of one member. If Rk ≠ k, the star has three:

- R²k = k would give, after one more R, k = Rk, which is excluded.
- R²k = Rk would give, after one more R, k = R²k, which was just excluded.

Now give each fixed point the counting weight 3 and every other point 1. Since Rk is fixed exactly when k is, this weight is constant on a star. Each star carries 1·3 or 3·1, which is 3 in both cases. Summing over the grid in two ways gives

3S = N² + 2F.

These counting weights are the reverse of the quadrature weights n(w).

It remains to find F. A fixed point satisfies a = −b and b = a − b, hence

3b = 0 and a = −b (mod N).

Represent b by an integer with 0 ≤ b < N.

- If N = 3m, then 3m divides 3b, so m divides b and b is 0, m or 2m. Since 2m = −m modulo 3m, the fixed points are (0, 0), (−m, m) and (m, −m): Γ and the two K points. They are distinct because neither m nor 2m is a multiple of 3m. Thus F = 3.
- If 3 does not divide N, then N divides 3b and is coprime to 3, so N divides b. Only Γ remains, and F = 1.

The weighted sum follows by splitting the grid into the disjoint stars of the points in W. On each star f is constant, so it contributes the number of members times f(w).

## The Lean file

```lean
import Mathlib

open Finset

namespace ThreefoldBrillouinReduction

variable {α : Type*} [DecidableEq α]

/-- The star of a k-point under a threefold operation `R`: the points `k`, `R k` and `R (R k)`. -/
def kStar (R : α → α) (k : α) : Finset α := {k, R k, R (R k)}

/-- The set of distinct stars into which the k-points are grouped. -/
def stars [Fintype α] (R : α → α) : Finset (Finset α) := univ.image (kStar R)

/-- The k-points left in place by the operation `R`. -/
def invariantPoints [Fintype α] (R : α → α) : Finset α := univ.filter (fun k => R k = k)

/-- The threefold rotation of an `N × N` hexagonal grid, in reduced coordinates modulo `N`. -/
def rot3 (N : ℕ) (k : ZMod N × ZMod N) : ZMod N × ZMod N := (-k.2, k.1 - k.2)

/-- If `R` applied three times is the identity, two k-points have the same star exactly when
one lies in the star of the other. -/
theorem kStar_eq_iff {R : α → α} (h : ∀ k, R (R (R k)) = k) (k q : α) :
    kStar R k = kStar R q ↔ k ∈ kStar R q := by
  constructor
  · intro e
    rw [← e]
    simp [kStar]
  · intro hk
    simp only [kStar, mem_insert, mem_singleton] at hk
    rcases hk with rfl | rfl | rfl
    · rfl
    · ext x
      simp only [kStar, h, mem_insert, mem_singleton]
      tauto
    · ext x
      simp only [kStar, h, mem_insert, mem_singleton]
      tauto

/-- If `R` applied three times is the identity, the star of a k-point has one member when `R`
fixes the point and three members otherwise. -/
theorem card_kStar {R : α → α} (h : ∀ k, R (R (R k)) = k) (k : α) :
    (kStar R k).card = if R k = k then 1 else 3 := by
  split_ifs with hk
  · simp [kStar, hk]
  · have h1 : R (R k) ≠ k := fun e => hk (by
      have := h k
      rw [e] at this
      exact this)
    have h2 : R (R k) ≠ R k := fun e => h1 (by
      have := h k
      rw [e] at this
      exact this)
    exact card_eq_three.mpr ⟨k, R k, R (R k), Ne.symm hk, h1.symm, h2.symm, rfl⟩

/-- A function invariant under `R` sums over a star to its value at one member times the
number of members. -/
theorem sum_kStar {M : Type*} [AddCommMonoid M] {R : α → α} (f : α → M)
    (hf : ∀ k, f (R k) = f k) (q : α) :
    ∑ k ∈ kStar R q, f k = (kStar R q).card • f q := by
  have hc : ∀ k ∈ kStar R q, f k = f q := by
    intro k hk
    simp only [kStar, mem_insert, mem_singleton] at hk
    rcases hk with rfl | rfl | rfl
    · rfl
    · exact hf _
    · rw [hf, hf]
  rw [sum_congr rfl hc, sum_const]

/-- For an operation whose third power is the identity, three times the number of stars is the
number of k-points plus twice the number of invariant ones. -/
theorem three_mul_card_stars [Fintype α] {R : α → α} (h : ∀ k, R (R (R k)) = k) :
    3 * (stars R).card = Fintype.card α + 2 * (invariantPoints R).card := by
  unfold stars invariantPoints
  -- weight 3 on invariant points and 1 elsewhere
  have hsum : ∑ x, (if R x = x then 3 else 1 : ℕ)
      = Fintype.card α + 2 * (univ.filter (fun k => R k = k)).card := by
    have hw : ∀ x, (if R x = x then 3 else 1 : ℕ) = 1 + 2 * (if R x = x then 1 else 0) := by
      intro x
      split_ifs <;> rfl
    rw [sum_congr rfl (fun x _ => hw x), sum_add_distrib, ← mul_sum, card_filter]
    simp
  have hinv : ∀ x, (if R (R x) = R x then 3 else 1 : ℕ) = if R x = x then 3 else 1 := by
    intro x
    have hx : R (R x) = R x ↔ R x = x := by
      constructor
      · intro e
        have e' := congrArg R e
        rw [h x] at e'
        exact (e'.trans e).symm
      · intro e
        rw [e, e]
    simp only [hx]
  -- every star carries total weight 3
  have hfib : ∀ s ∈ univ.image (kStar R),
      ∑ x ∈ univ.filter (fun x => kStar R x = s), (if R x = x then 3 else 1 : ℕ) = 3 := by
    intro s hs
    obtain ⟨q, _, rfl⟩ := mem_image.mp hs
    have hq : univ.filter (fun x => kStar R x = kStar R q) = kStar R q := by
      ext x
      simp only [mem_filter, mem_univ, true_and, kStar_eq_iff h]
    rw [hq]
    refine (sum_kStar (fun x => (if R x = x then 3 else 1 : ℕ)) hinv q).trans ?_
    rw [card_kStar h]
    by_cases hR : R q = q <;> simp [hR]
  rw [← hsum, ← sum_fiberwise_of_maps_to (s := univ) (t := univ.image (kStar R))
    (g := kStar R) (fun x hx => mem_image_of_mem _ hx), sum_congr rfl hfib, sum_const,
    smul_eq_mul, mul_comm]

/-- Let `R` have third power the identity and let `W` contain exactly one point of each star.
The full-grid sum of an `R`-invariant function is then its sum over `W`, with weight 1 at
invariant points and weight 3 elsewhere. -/
theorem sum_eq_weighted_sum [Fintype α] {M : Type*} [AddCommMonoid M] {R : α → α}
    (h : ∀ k, R (R (R k)) = k) (f : α → M) (hf : ∀ k, f (R k) = f k) (W : Finset α)
    (hcov : ∀ k, ∃ w ∈ W, k ∈ kStar R w)
    (hirr : ∀ v ∈ W, ∀ w ∈ W, v ∈ kStar R w → v = w) :
    ∑ k, f k = ∑ w ∈ W, (if R w = w then 1 else 3) • f w := by
  have hU : (univ : Finset α) = W.biUnion (kStar R) :=
    (eq_univ_iff_forall.mpr fun k => mem_biUnion.mpr (hcov k)).symm
  rw [hU, sum_biUnion]
  · refine sum_congr rfl fun w _ => ?_
    rw [sum_kStar f hf w, card_kStar h]
  · -- stars of different representatives do not overlap
    intro v hv w hw hne
    refine disjoint_left.mpr fun k hkv hkw =>
      hne (hirr v (mem_coe.mp hv) w (mem_coe.mp hw) ?_)
    rw [← kStar_eq_iff h]
    exact ((kStar_eq_iff h k v).mpr hkv).symm.trans ((kStar_eq_iff h k w).mpr hkw)

/-- On the `2 × 2` grid the points `(0,0)` and `(1,0)` represent each star of the threefold
rotation exactly once. -/
theorem sum_eq_weighted_sum_witness :
    (∀ k : ZMod 2 × ZMod 2, ∃ w ∈ ({(0, 0), (1, 0)} : Finset (ZMod 2 × ZMod 2)),
      k ∈ kStar (rot3 2) w) ∧
    (∀ v ∈ ({(0, 0), (1, 0)} : Finset (ZMod 2 × ZMod 2)),
      ∀ w ∈ ({(0, 0), (1, 0)} : Finset (ZMod 2 × ZMod 2)),
        v ∈ kStar (rot3 2) w → v = w) := by
  decide

/-- Three successive threefold rotations return every k-point to itself. -/
theorem rot3_cubed (N : ℕ) (k : ZMod N × ZMod N) : rot3 N (rot3 N (rot3 N k)) = k :=
  Prod.ext (by simp only [rot3]; ring) (by simp only [rot3]; ring)

/-- A k-point `(a, b)` is invariant under the threefold rotation exactly when `3 b = 0` and
`a = -b` modulo `N`. -/
theorem rot3_fixed_iff (N : ℕ) (k : ZMod N × ZMod N) :
    rot3 N k = k ↔ 3 * k.2 = 0 ∧ k.1 = -k.2 := by
  rw [Prod.ext_iff]
  simp only [rot3]
  constructor
  · rintro ⟨h1, h2⟩
    exact ⟨by linear_combination -h1 - h2, h1.symm⟩
  · rintro ⟨h3, h1⟩
    exact ⟨h1.symm, by linear_combination h1 - h3⟩

/-- On a grid with `N = 3 m`, `N` nonzero, the invariant k-points are the zone centre and the
two K points `(m, -m)` and `(-m, m)`. -/
theorem rot3_fixed_iff_K (m : ℕ) [NeZero (3 * m)] (k : ZMod (3 * m) × ZMod (3 * m)) :
    rot3 (3 * m) k = k ↔ k = (0, 0) ∨ k = ((m : ZMod (3 * m)), -(m : ZMod (3 * m))) ∨
      k = (-(m : ZMod (3 * m)), (m : ZMod (3 * m))) := by
  have h3m : (3 : ZMod (3 * m)) * (m : ZMod (3 * m)) = 0 := by
    exact_mod_cast ZMod.natCast_self (3 * m)
  rw [rot3_fixed_iff]
  constructor
  · obtain ⟨a, b⟩ := k
    rintro ⟨hb, ha⟩
    dsimp only at hb ha
    subst ha
    -- the integer representative of b is a multiple of m below 3 m
    have hv : 3 * m ∣ 3 * b.val := by
      rw [← CharP.cast_eq_zero_iff (ZMod (3 * m)) (3 * m), Nat.cast_mul,
        ZMod.natCast_zmod_val]
      exact_mod_cast hb
    obtain ⟨c, hc⟩ := Nat.dvd_of_mul_dvd_mul_left (by norm_num) hv
    have hlt := ZMod.val_lt b
    have hc3 : c < 3 := by
      by_contra hge
      have hle := Nat.mul_le_mul_left m (not_lt.mp hge)
      rw [← hc] at hle
      omega
    have hb' : b = (m : ZMod (3 * m)) * (c : ZMod (3 * m)) := by
      calc b = ((b.val : ℕ) : ZMod (3 * m)) := (ZMod.natCast_zmod_val b).symm
        _ = _ := by rw [hc, Nat.cast_mul]
    obtain rfl | rfl | rfl : c = 0 ∨ c = 1 ∨ c = 2 := by omega
    · have h0 : b = 0 := by simpa using hb'
      left
      simp [h0]
    · have h1 : b = (m : ZMod (3 * m)) := by simpa using hb'
      right; right
      rw [h1]
    · have h2 : b = -(m : ZMod (3 * m)) := by
        rw [hb']
        push_cast
        linear_combination h3m
      right; left
      rw [h2, neg_neg]
  · rintro (rfl | rfl | rfl)
    · simp
    · exact ⟨by dsimp only; linear_combination (-1 : ZMod (3 * m)) * h3m, by simp⟩
    · exact ⟨h3m, rfl⟩

/-- For `N ≥ 1` the threefold rotation leaves three k-points of the `N × N` grid invariant if 3
divides `N`, and one otherwise. -/
theorem card_invariantPoints (N : ℕ) [NeZero N] :
    (invariantPoints (rot3 N)).card = if 3 ∣ N then 3 else 1 := by
  unfold invariantPoints
  split_ifs with h
  · obtain ⟨m, rfl⟩ := h
    have hm : 0 < m := by
      have := NeZero.ne (3 * m)
      omega
    have h3m : (3 : ZMod (3 * m)) * (m : ZMod (3 * m)) = 0 := by
      exact_mod_cast ZMod.natCast_self (3 * m)
    -- the zone centre and the two K points are distinct
    have h0 : (m : ZMod (3 * m)) ≠ 0 := by
      intro e
      rw [CharP.cast_eq_zero_iff (ZMod (3 * m)) (3 * m)] at e
      have := Nat.le_of_dvd hm e
      omega
    have h1 : (m : ZMod (3 * m)) ≠ -(m : ZMod (3 * m)) := by
      intro e
      apply h0
      linear_combination h3m - e
    refine card_eq_three.mpr ⟨(0, 0), ((m : ZMod (3 * m)), -(m : ZMod (3 * m))),
      (-(m : ZMod (3 * m)), (m : ZMod (3 * m))), fun e => h0 (Prod.ext_iff.mp e).1.symm,
      fun e => h0 (Prod.ext_iff.mp e).2.symm, fun e => h1 (Prod.ext_iff.mp e).1, ?_⟩
    ext k
    simp only [mem_filter, mem_univ, true_and, mem_insert, mem_singleton]
    exact rot3_fixed_iff_K m k
  · refine card_eq_one.mpr ⟨(0, 0), ?_⟩
    ext k
    simp only [mem_filter, mem_univ, true_and, mem_singleton]
    rw [rot3_fixed_iff]
    constructor
    · rintro ⟨hb, ha⟩
      have hv : N ∣ 3 * k.2.val := by
        rw [← CharP.cast_eq_zero_iff (ZMod N) N, Nat.cast_mul, ZMod.natCast_zmod_val]
        exact_mod_cast hb
      -- 3 is invertible modulo N
      have hco : Nat.Coprime N 3 :=
        ((Nat.Prime.coprime_iff_not_dvd Nat.prime_three).mpr h).symm
      have hd := hco.dvd_of_dvd_mul_left hv
      rw [← CharP.cast_eq_zero_iff (ZMod N) N, ZMod.natCast_zmod_val] at hd
      exact Prod.ext (by rw [ha, hd, neg_zero]) hd
    · rintro rfl
      simp

/-- For `N ≥ 1` the threefold rotation of the `N × N` grid has `F` invariant k-points, with
`F = 3` if 3 divides `N` and `F = 1` otherwise, and the number of stars is `(N² + 2F)/3`. -/
theorem threefold_reduction (N : ℕ) [NeZero N] :
    (invariantPoints (rot3 N)).card = (if 3 ∣ N then 3 else 1) ∧
    ((stars (rot3 N)).card : ℚ)
      = ((N : ℚ) ^ 2 + 2 * ((invariantPoints (rot3 N)).card : ℚ)) / 3 := by
  refine ⟨card_invariantPoints N, ?_⟩
  have hcount := three_mul_card_stars (rot3_cubed N)
  rw [Fintype.card_prod, ZMod.card] at hcount
  have hq : (3 : ℚ) * ((stars (rot3 N)).card : ℚ)
      = (N : ℚ) * N + 2 * ((invariantPoints (rot3 N)).card : ℚ) := by
    exact_mod_cast hcount
  linear_combination hq / 3

end ThreefoldBrillouinReduction
```

```lean
#print axioms ThreefoldBrillouinReduction.sum_eq_weighted_sum
#print axioms ThreefoldBrillouinReduction.threefold_reduction
```

```
'ThreefoldBrillouinReduction.sum_eq_weighted_sum' depends on axioms: [propext, Classical.choice, Quot.sound]
'ThreefoldBrillouinReduction.threefold_reduction' depends on axioms: [propext, Classical.choice, Quot.sound]
```

## What is established for every N ≥ 1, and for which grids

The main theorem, `threefold_reduction`, says that `invariantPoints (rot3 N)` has 3 or 1 elements according to whether 3 divides N, and that the number of elements of `stars (rot3 N)` is (N² + 2F)/3. The type `ZMod N × ZMod N` is the periodic grid, `rot3` is R, and `kStar` is the star as a finite set, so repeated points count once. The hypothesis `[NeZero N]` means N ≥ 1. The count is stated in ℚ, where the division is ordinary division and nothing is rounded down.

The proof follows the derivation above. `kStar_eq_iff` and `card_kStar` give the coincidence and size of stars. In `three_mul_card_stars`, `sum_fiberwise_of_maps_to` regroups the grid sum by star, and `hfib` shows that each group weighs 3. `rot3_cubed` checks R³ = 1 with `ring`. `rot3_fixed_iff` derives the fixed-point equations, `rot3_fixed_iff_K` solves them for N = 3m, and `card_invariantPoints` adds distinctness and the coprime case.

The quadrature rule, `sum_eq_weighted_sum`, holds for any finite set of points and any R with R³ = 1. It uses `sum_kStar` for the sum over one star. Its hypotheses `hcov` and `hirr` say that W meets every star, and meets it only once. A code's own list of irreducible points must satisfy both; the file verifies them, by `decide`, for the 2 × 2 example, and gives no algorithm for building W at general N.

The hexagonal geometry enters only through the formula for `rot3`. With reciprocal vectors 60° apart, both that formula and the coordinates of K change. Shifted grids and three-dimensional meshes are not treated. Nor are mirrors, inversion or time reversal, so a code that also uses those may report fewer points than S.

The invariance of f is assumed, not derived from a Hamiltonian. The sum rule is an equality in a commutative, associative addition; in floating point the two sides can differ by rounding. It also says nothing about how fast the grid sum converges to the Brillouin-zone integral.
